# An orthogonal map preserves a lattice exactly when it preserves the reciprocal lattice

The direct lattice consists of all integer combinations of the columns of an invertible real matrix `A`, in any finite dimension, and the reciprocal lattice is built in the same way from the columns of 2π(A⁻¹)ᵀ. The theorem `orthogonal_mapsOnto_iff` says that an orthogonal matrix `Q`, such as a rotation or a reflection about the origin, maps the direct lattice onto itself if and only if it maps the reciprocal lattice onto itself. The attempt first extracts the equation QᵀQ = 1 from the orthogonality of `Q`. It then applies the more general `mapsOnto_iff_contragredient`, which concerns two matrices with hᵀg = 1, taking both of them to be `Q`.

Lean 4 with Mathlib refuses this proof:

```lean
import Mathlib

open Matrix
open scoped Real

namespace OrthogonalMapsOntoIff

noncomputable section

variable {n : Type*} [Fintype n] [DecidableEq n]

/-- The set of all integer combinations of the columns of `A`. -/
def lattice (A : Matrix n n ℝ) : Set (n → ℝ) :=
  {x | ∃ m : n → ℤ, x = A *ᵥ (fun i => (m i : ℝ))}

/-- The reciprocal basis `B = 2π (A⁻¹)ᵀ` of an invertible basis matrix `A`. -/
def reciprocal (A : Matrix n n ℝ) : Matrix n n ℝ := (2 * π) • (A⁻¹)ᵀ

/-- The linear map `g` carries the set `L` of vectors onto itself. -/
def MapsOnto (g : Matrix n n ℝ) (L : Set (n → ℝ)) : Prop :=
  (fun x => g *ᵥ x) '' L = L

omit [DecidableEq n] in
/-- A matrix moves to the other side of a scalar product as its transpose. -/
theorem mulVec_dot (h : Matrix n n ℝ) (k x : n → ℝ) :
    (h *ᵥ k) ⬝ᵥ x = k ⬝ᵥ (hᵀ *ᵥ x) := by
  rw [Matrix.dotProduct_mulVec, Matrix.vecMul_transpose]

/-- For an invertible basis `A`, a vector `k` belongs to the reciprocal lattice exactly when `k · r`
is an integer multiple of `2π` for every lattice vector `r`. -/
theorem laue_condition {A : Matrix n n ℝ} (hA : IsUnit A.det) (k : n → ℝ) :
    k ∈ lattice (reciprocal A) ↔ ∀ r ∈ lattice A, ∃ z : ℤ, k ⬝ᵥ r = 2 * π * z := by
  constructor
  · rintro ⟨m, rfl⟩ r ⟨p, rfl⟩
    -- the two bases are dual: Bᵀ A = 2π
    have hBA : (reciprocal A)ᵀ * A = (2 * π) • (1 : Matrix n n ℝ) := by
      rw [reciprocal, Matrix.transpose_smul, Matrix.transpose_transpose, Matrix.smul_mul,
        Matrix.nonsing_inv_mul _ hA]
    refine ⟨∑ i, m i * p i, ?_⟩
    rw [mulVec_dot, Matrix.mulVec_mulVec, hBA, Matrix.smul_mulVec, Matrix.one_mulVec,
      dotProduct_smul, smul_eq_mul]
    push_cast
    rfl
  · intro h
    -- testing against the basis vectors gives the integer coordinates of k
    have hc : ∀ i, ∃ z : ℤ, (Aᵀ *ᵥ k) i = 2 * π * z := by
      intro i
      obtain ⟨z, hz⟩ := h _ ⟨fun j => if j = i then 1 else 0, rfl⟩
      refine ⟨z, ?_⟩
      rw [← hz]
      simp [Matrix.mulVec, dotProduct, mul_comm]
    choose z hz using hc
    have hk : Aᵀ *ᵥ k = (2 * π) • (fun i => (z i : ℝ)) := funext fun i => hz i
    refine ⟨z, ?_⟩
    calc k = (A⁻¹)ᵀ *ᵥ (Aᵀ *ᵥ k) := by
          rw [Matrix.mulVec_mulVec, ← Matrix.transpose_mul, Matrix.mul_nonsing_inv _ hA,
            Matrix.transpose_one, Matrix.one_mulVec]
      _ = reciprocal A *ᵥ (fun i => (z i : ℝ)) := by
          rw [hk, reciprocal, Matrix.mulVec_smul, Matrix.smul_mulVec]

/-- For an invertible basis `A`, the reciprocal basis is invertible, and its own reciprocal
basis is `A`. -/
theorem reciprocal_reciprocal {A : Matrix n n ℝ} (hA : IsUnit A.det) :
    IsUnit (reciprocal A).det ∧ reciprocal (reciprocal A) = A := by
  have hpi : 2 * π ≠ 0 := by positivity
  have h1 : reciprocal A * ((2 * π)⁻¹ • Aᵀ) = 1 := by
    rw [reciprocal, Matrix.smul_mul, Matrix.mul_smul, smul_smul, mul_inv_cancel₀ hpi, one_smul,
      ← Matrix.transpose_mul, Matrix.mul_nonsing_inv _ hA, Matrix.transpose_one]
  refine ⟨Matrix.isUnit_det_of_right_inverse h1, ?_⟩
  change (2 * π) • ((reciprocal A)⁻¹)ᵀ = A
  rw [Matrix.inv_eq_right_inv h1, Matrix.transpose_smul, Matrix.transpose_transpose, smul_smul,
    mul_inv_cancel₀ hpi, one_smul]

/-- Let `A` be an invertible basis and `hᵀ g = 1`. Then `g` maps the direct lattice onto itself
if and only if `h` maps the reciprocal lattice onto itself. -/
theorem mapsOnto_iff_contragredient {A g h : Matrix n n ℝ} (hA : IsUnit A.det)
    (hgh : hᵀ * g = 1) :
    MapsOnto g (lattice A) ↔ MapsOnto h (lattice (reciprocal A)) := by
  have key : ∀ A g h : Matrix n n ℝ, IsUnit A.det → hᵀ * g = 1 →
      MapsOnto g (lattice A) → MapsOnto h (lattice (reciprocal A)) := by
    intro A g h hA hgh H
    have hg : h * gᵀ = 1 := by
      simpa [Matrix.transpose_mul] using congrArg Matrix.transpose (mul_eq_one_comm.1 hgh)
    unfold MapsOnto at H ⊢
    apply Set.Subset.antisymm
    · -- h k pairs with g r as k pairs with r
      rintro _ ⟨k, hk, rfl⟩
      rw [laue_condition hA] at hk ⊢
      intro r hr
      rw [← H] at hr
      obtain ⟨r', hr', rfl⟩ := hr
      obtain ⟨z, hz⟩ := hk r' hr'
      refine ⟨z, ?_⟩
      change (h *ᵥ k) ⬝ᵥ (g *ᵥ r') = _
      rw [mulVec_dot, Matrix.mulVec_mulVec, hgh, Matrix.one_mulVec, hz]
    · -- the preimage of k is gᵀ k
      intro k hk
      refine ⟨gᵀ *ᵥ k, ?_, ?_⟩
      · rw [laue_condition hA] at hk ⊢
        intro r hr
        have hgr : g *ᵥ r ∈ lattice A := by
          rw [← H]
          exact ⟨r, hr, rfl⟩
        obtain ⟨z, hz⟩ := hk _ hgr
        exact ⟨z, by rw [mulVec_dot, Matrix.transpose_transpose, hz]⟩
      · change h *ᵥ (gᵀ *ᵥ k) = k
        rw [Matrix.mulVec_mulVec, hg, Matrix.one_mulVec]
  refine ⟨key A g h hA hgh, fun H => ?_⟩
  -- the converse is the same statement for the reciprocal basis
  obtain ⟨hB, hBB⟩ := reciprocal_reciprocal hA
  have hhg : gᵀ * h = 1 := by
    simpa [Matrix.transpose_mul] using congrArg Matrix.transpose hgh
  have H' := key (reciprocal A) h g hB hhg H
  rwa [hBB] at H'

/-- For an invertible basis `A`, an orthogonal `Q` maps the direct lattice onto itself if and
only if it maps the reciprocal lattice onto itself. -/
theorem orthogonal_mapsOnto_iff {A Q : Matrix n n ℝ} (hA : IsUnit A.det)
    (hQ : Q ∈ Matrix.orthogonalGroup n ℝ) :
    MapsOnto Q (lattice A) ↔ MapsOnto Q (lattice (reciprocal A)) := by
  have h : Qᵀ * Q = 1 := by
    simpa [Matrix.star_eq_conjTranspose, Matrix.conjTranspose_eq_transpose_of_trivial]
      using Matrix.mem_orthogonalGroup_iff'.1 hQ
  exact mapsOnto_iff_contragredient hA h

end

end OrthogonalMapsOntoIff
```

The error:

```
Main.lean:123:12: error: Invalid projection: Projections cannot be used on functions, and
  mem_orthogonalGroup_iff'
has function type
  ∀ (n : Type ?u.50) [inst : DecidableEq n] [inst_1 : Fintype n] (R : Type ?u.49) [inst_2 : CommRing R]
    {A : Matrix n n R}, A ∈ orthogonalGroup n R ↔ Aᵀ * A = 1
```

What went wrong. The error comes from the way the library lemma `Matrix.mem_orthogonalGroup_iff'` is used. Its type, printed in the message, begins with two explicit arguments, the index type `n` and the coefficient ring `R`. Until these are supplied, the lemma is a function that returns an equivalence, and `.1` can't take the forward direction of a function. Lean fills in implicit arguments by itself here, but not explicit ones.

The repair writes `(Matrix.mem_orthogonalGroup_iff' n ℝ).1 hQ`. With `n` and `ℝ` given, the expression in parentheses is an equivalence, and `.1` turns `hQ` into the equation needed.

The diff also drops `simpa` and its two lemmas about `star` and the conjugate transpose. That part is tidying: the message shows that the lemma already concludes `Aᵀ * A = 1` with an ordinary transpose, which for `Q` is exactly the statement of `h`, so there is nothing to convert.

After these edits no error is left:

```diff
@@ -119,7 +119,5 @@
     (hQ : Q ∈ Matrix.orthogonalGroup n ℝ) :
     MapsOnto Q (lattice A) ↔ MapsOnto Q (lattice (reciprocal A)) := by
-  have h : Qᵀ * Q = 1 := by
-    simpa [Matrix.star_eq_conjTranspose, Matrix.conjTranspose_eq_transpose_of_trivial]
-      using Matrix.mem_orthogonalGroup_iff'.1 hQ
+  have h : Qᵀ * Q = 1 := (Matrix.mem_orthogonalGroup_iff' n ℝ).1 hQ
   exact mapsOnto_iff_contragredient hA h
 
```
